# Riemann sums of ⟨V⟩ bracket the free-energy difference for linear coupling on finitely many configurations at positive temperature

## How far off can my λ grid be?

At the end of a thermodynamic integration I have the average of V at a handful of λ values, and I add them up, weighted by the step lengths, to get ΔF. With U = U0 + λV, the average should never rise as λ grows, because its slope is −β times the variance of V. The left sum should then be at least ΔF and the right sum at most ΔF, and for K equal steps they should differ by (⟨V⟩₀ − ⟨V⟩₁)/K. Can this be made rigorous and checked by machine, at least for finitely many configurations?

## Every step is bounded from both of its ends

Yes, for exact canonical averages. Write

w_λ(x) = exp(−β(U0(x) + λV(x))), Z(λ) = Σₓ w_λ(x)

⟨f⟩_λ = Σₓ f(x) w_λ(x) / Z(λ), F(λ) = −(1/β) ln Z(λ)

Since dw_λ/dλ = −βV w_λ, the quotient rule gives

d⟨V⟩_λ/dλ = −β(⟨V²⟩_λ − ⟨V⟩_λ²) = −β⟨(V − ⟨V⟩_λ)²⟩_λ ≤ 0

For the bounds, take any couplings a and b and set m = ⟨V⟩_a. Reweighting from a to b and using exp(y) ≥ 1 + y,

Z(b) = exp(−β(b−a)m) Σₓ w_a(x) exp(−β(b−a)(V(x)−m))

≥ exp(−β(b−a)m) Σₓ w_a(x) [1 − β(b−a)(V(x)−m)]

= exp(−β(b−a)m) Z(a)

The linear term vanishes because m is the average at a. Taking logarithms and dividing by −β gives the Gibbs–Bogoliubov inequality, for either sign of b − a:

F(b) − F(a) ≤ (b−a)⟨V⟩_a

Let the nodes be t₀ = 0, …, t_K = 1. Applied forwards and backwards on one step, the inequality reads

(tᵢ₊₁−tᵢ)⟨V⟩_{tᵢ₊₁} ≤ F(tᵢ₊₁) − F(tᵢ) ≤ (tᵢ₊₁−tᵢ)⟨V⟩_{tᵢ}

Summing over i = 0, …, K−1 telescopes the middle and leaves R ≤ ΔF ≤ L, with R the right sum, L the left sum and ΔF = F(1) − F(0). Their gap is

L − R = Σᵢ (tᵢ₊₁−tᵢ)(⟨V⟩_{tᵢ} − ⟨V⟩_{tᵢ₊₁})

For equal steps 1/K this telescopes to (⟨V⟩₀ − ⟨V⟩₁)/K. For ordered nodes with steps at most h, every bracket is nonnegative, so the gap is at most h(⟨V⟩₀ − ⟨V⟩₁). The trapezoidal estimate (L + R)/2 is the midpoint of an interval containing ΔF, so with equal steps it errs by at most (⟨V⟩₀ − ⟨V⟩₁)/(2K).

In Lean 4 with Mathlib:

```lean
import Mathlib

open Finset

namespace ThermodynamicIntegrationBounds

noncomputable section

variable {X : Type*} [Fintype X]

/-- Boltzmann weight of the configuration `x` for the energy `U0 + l V`. -/
def weight (β : ℝ) (U0 V : X → ℝ) (l : ℝ) (x : X) : ℝ :=
  Real.exp (-β * (U0 x + l * V x))

/-- Canonical partition function at coupling `l`. -/
def partitionFn (β : ℝ) (U0 V : X → ℝ) (l : ℝ) : ℝ :=
  ∑ x, weight β U0 V l x

/-- Canonical average of the observable `f` at coupling `l`, for a nonempty set of
configurations. -/
def avg (β : ℝ) (U0 V f : X → ℝ) (l : ℝ) : ℝ :=
  (∑ x, f x * weight β U0 V l x) / partitionFn β U0 V l

/-- Canonical variance of `V` at coupling `l`: the mean squared deviation from its average. -/
def variance (β : ℝ) (U0 V : X → ℝ) (l : ℝ) : ℝ :=
  avg β U0 V (fun x => (V x - avg β U0 V V l) ^ 2) l

/-- Helmholtz free energy at coupling `l`, for `β ≠ 0` and a nonempty set of configurations. -/
def freeEnergy (β : ℝ) (U0 V : X → ℝ) (l : ℝ) : ℝ :=
  -(1 / β) * Real.log (partitionFn β U0 V l)

/-- Left Riemann sum of the average of `V` over the first `K` steps of the nodes `t`. -/
def leftSum (β : ℝ) (U0 V : X → ℝ) (t : ℕ → ℝ) (K : ℕ) : ℝ :=
  ∑ i ∈ range K, (t (i + 1) - t i) * avg β U0 V V (t i)

/-- Right Riemann sum of the average of `V` over the first `K` steps of the nodes `t`. -/
def rightSum (β : ℝ) (U0 V : X → ℝ) (t : ℕ → ℝ) (K : ℕ) : ℝ :=
  ∑ i ∈ range K, (t (i + 1) - t i) * avg β U0 V V (t (i + 1))

/-- Equally spaced nodes `i / K`, for `K > 0`. -/
def evenNodes (K i : ℕ) : ℝ := (i : ℝ) / K

/-- The partition function of a nonempty set of configurations is positive. -/
theorem partitionFn_pos [Nonempty X] (β : ℝ) (U0 V : X → ℝ) (l : ℝ) :
    0 < partitionFn β U0 V l :=
  Finset.sum_pos (fun _ _ => Real.exp_pos _) Finset.univ_nonempty

/-- Fluctuation formula: the derivative of the average of `V` with respect to the coupling
is `-β` times the variance of `V`. -/
theorem hasDerivAt_avg [Nonempty X] (β : ℝ) (U0 V : X → ℝ) (l : ℝ) :
    HasDerivAt (avg β U0 V V) (-β * variance β U0 V l) l := by
  have hZ := (partitionFn_pos β U0 V l).ne'
  have hw : ∀ x, HasDerivAt (fun s => weight β U0 V s x)
      (-β * (V x * weight β U0 V l x)) l := by
    intro x
    have h : HasDerivAt (fun s : ℝ => -β * (U0 x + s * V x)) (-β * (1 * V x)) l :=
      (((hasDerivAt_id' l).mul_const (V x)).const_add (U0 x)).const_mul (-β)
    exact h.exp.congr_deriv (by unfold weight; ring)
  -- derivatives of the denominator and the numerator
  have hD : HasDerivAt (fun s => partitionFn β U0 V s)
      (-β * ∑ x, V x * weight β U0 V l x) l := by
    rw [Finset.mul_sum]
    exact HasDerivAt.fun_sum fun x _ => hw x
  have hN : HasDerivAt (fun s => ∑ x, V x * weight β U0 V s x)
      (-β * ∑ x, V x ^ 2 * weight β U0 V l x) l := by
    rw [Finset.mul_sum]
    exact HasDerivAt.fun_sum fun x _ => ((hw x).const_mul (V x)).congr_deriv (by ring)
  -- the variance in terms of the moments
  have key : ∀ m : ℝ, ∑ x, (V x - m) ^ 2 * weight β U0 V l x =
      ∑ x, V x ^ 2 * weight β U0 V l x - 2 * m * ∑ x, V x * weight β U0 V l x
        + m ^ 2 * partitionFn β U0 V l := by
    intro m
    unfold partitionFn
    rw [Finset.mul_sum, Finset.mul_sum, ← Finset.sum_sub_distrib, ← Finset.sum_add_distrib]
    exact Finset.sum_congr rfl fun x _ => by ring
  have hv : variance β U0 V l = (∑ x, (V x - avg β U0 V V l) ^ 2 * weight β U0 V l x) /
      partitionFn β U0 V l := rfl
  have alg : ∀ S0 S1 S2 : ℝ, S0 ≠ 0 → ((-β * S2) * S0 - S1 * (-β * S1)) / S0 ^ 2 =
      -β * ((S2 - 2 * (S1 / S0) * S1 + (S1 / S0) ^ 2 * S0) / S0) := by
    intro S0 S1 S2 h
    field_simp
    ring
  refine (hN.fun_div hD hZ).congr_deriv ?_
  rw [hv, key]
  exact alg _ _ _ hZ

/-- At positive `β` the average of `V` does not increase with the coupling. -/
theorem avg_antitone [Nonempty X] {β : ℝ} (hβ : 0 < β) (U0 V : X → ℝ) :
    Antitone (avg β U0 V V) := by
  refine antitone_of_deriv_nonpos
    (fun l => (hasDerivAt_avg β U0 V l).differentiableAt) fun l => ?_
  rw [(hasDerivAt_avg β U0 V l).deriv]
  have hv : 0 ≤ variance β U0 V l :=
    div_nonneg (Finset.sum_nonneg fun x _ => mul_nonneg (sq_nonneg _) (Real.exp_pos _).le)
      (partitionFn_pos β U0 V l).le
  have := mul_nonneg hβ.le hv
  linarith

/-- Gibbs–Bogoliubov inequality at positive `β`: the free-energy change from coupling `a` to `b` is
at most `b - a` times the average of `V` at `a`. -/
theorem gibbs_bogoliubov [Nonempty X] {β : ℝ} (hβ : 0 < β) (U0 V : X → ℝ) (a b : ℝ) :
    freeEnergy β U0 V b - freeEnergy β U0 V a ≤ (b - a) * avg β U0 V V a := by
  have hZ := partitionFn_pos β U0 V a
  obtain ⟨m, hm⟩ : ∃ m, m = avg β U0 V V a := ⟨_, rfl⟩
  have hS : ∑ x, V x * weight β U0 V a x = m * partitionFn β U0 V a := by
    rw [hm]
    exact (div_mul_cancel₀ _ hZ.ne').symm
  rw [← hm]
  have hsum : ∑ x, weight β U0 V a x * Real.exp (-(β * (b - a) * m)) *
      (1 - β * (b - a) * (V x - m)) =
      partitionFn β U0 V a * Real.exp (-(β * (b - a) * m)) := by
    have h : ∑ x, weight β U0 V a x * Real.exp (-(β * (b - a) * m)) *
        (1 - β * (b - a) * (V x - m)) = Real.exp (-(β * (b - a) * m)) *
        ((1 + β * (b - a) * m) * partitionFn β U0 V a
          - β * (b - a) * ∑ x, V x * weight β U0 V a x) := by
      unfold partitionFn
      rw [Finset.mul_sum, Finset.mul_sum, ← Finset.sum_sub_distrib, Finset.mul_sum]
      exact Finset.sum_congr rfl fun x _ => by ring
    rw [h, hS]
    ring
  -- reweight from `a` to `b` and use `1 + y ≤ exp y` for each configuration
  have hle : partitionFn β U0 V a * Real.exp (-(β * (b - a) * m)) ≤ partitionFn β U0 V b := by
    rw [← hsum]
    refine Finset.sum_le_sum fun x _ => ?_
    have hx : weight β U0 V b x = weight β U0 V a x * Real.exp (-(β * (b - a) * m)) *
        Real.exp (-(β * (b - a) * (V x - m))) := by
      unfold weight
      rw [← Real.exp_add, ← Real.exp_add]
      congr 1
      ring
    rw [hx]
    refine mul_le_mul_of_nonneg_left ?_ (mul_pos (Real.exp_pos _) (Real.exp_pos _)).le
    have := Real.add_one_le_exp (-(β * (b - a) * (V x - m)))
    linarith
  have hlog := Real.log_le_log (mul_pos hZ (Real.exp_pos _)) hle
  rw [Real.log_mul hZ.ne' (Real.exp_pos _).ne', Real.log_exp] at hlog
  have hF : freeEnergy β U0 V b - freeEnergy β U0 V a =
      (Real.log (partitionFn β U0 V a) - Real.log (partitionFn β U0 V b)) / β := by
    unfold freeEnergy
    ring
  rw [hF, div_le_iff₀ hβ]
  linarith

/-- At positive `β`, for any nodes leading from coupling 0 to coupling 1, the right Riemann sum
bounds the free-energy difference from below and the left Riemann sum bounds it from above. -/
theorem riemann_bounds [Nonempty X] {β : ℝ} (hβ : 0 < β) (U0 V : X → ℝ)
    (t : ℕ → ℝ) (K : ℕ) (h0 : t 0 = 0) (h1 : t K = 1) :
    rightSum β U0 V t K ≤ freeEnergy β U0 V 1 - freeEnergy β U0 V 0 ∧
      freeEnergy β U0 V 1 - freeEnergy β U0 V 0 ≤ leftSum β U0 V t K := by
  have tel := Finset.sum_range_sub (fun i => freeEnergy β U0 V (t i)) K
  simp only [h0, h1] at tel
  rw [← tel]
  constructor
  · refine Finset.sum_le_sum fun i _ => ?_
    have := gibbs_bogoliubov hβ U0 V (t (i + 1)) (t i)
    linarith
  · exact Finset.sum_le_sum fun i _ => gibbs_bogoliubov hβ U0 V (t i) (t (i + 1))

/-- At positive `β`, for ordered nodes from 0 to 1 with steps no longer than `h`, the left and right
sums differ by at most `h` times the drop of the average of `V` between the end points. -/
theorem gap_le_mesh [Nonempty X] {β : ℝ} (hβ : 0 < β) (U0 V : X → ℝ)
    (t : ℕ → ℝ) (K : ℕ) (h : ℝ) (h0 : t 0 = 0) (h1 : t K = 1)
    (hmono : ∀ i < K, t i ≤ t (i + 1)) (hstep : ∀ i < K, t (i + 1) - t i ≤ h) :
    leftSum β U0 V t K - rightSum β U0 V t K ≤
      h * (avg β U0 V V 0 - avg β U0 V V 1) := by
  have tel := Finset.sum_range_sub' (fun i => avg β U0 V V (t i)) K
  simp only [h0, h1] at tel
  rw [← tel, Finset.mul_sum]
  unfold leftSum rightSum
  rw [← Finset.sum_sub_distrib]
  refine Finset.sum_le_sum fun i hi => ?_
  have hi' := Finset.mem_range.mp hi
  have hd := sub_nonneg.mpr (avg_antitone hβ U0 V (hmono i hi'))
  have := mul_le_mul_of_nonneg_right (hstep i hi') hd
  linarith

/-- For `K` equal steps, `K` times the gap between the left and right sums is the drop of the
average of `V` from coupling 0 to coupling 1. -/
theorem equal_step_gap (β : ℝ) (U0 V : X → ℝ) {K : ℕ} (hK : 0 < K) :
    (K : ℝ) * (leftSum β U0 V (evenNodes K) K - rightSum β U0 V (evenNodes K) K) =
      avg β U0 V V 0 - avg β U0 V V 1 := by
  have hK' : (K : ℝ) ≠ 0 := Nat.cast_ne_zero.mpr hK.ne'
  have h0 : evenNodes K 0 = 0 := by simp [evenNodes]
  have h1 : evenNodes K K = 1 := div_self hK'
  have step : ∀ i, (K : ℝ) * (evenNodes K (i + 1) - evenNodes K i) = 1 := by
    intro i
    unfold evenNodes
    push_cast
    field_simp
    ring
  have tel := Finset.sum_range_sub' (fun i => avg β U0 V V (evenNodes K i)) K
  simp only [h0, h1] at tel
  rw [← tel]
  unfold leftSum rightSum
  rw [← Finset.sum_sub_distrib, Finset.mul_sum]
  refine Finset.sum_congr rfl fun i _ => ?_
  linear_combination
    (avg β U0 V V (evenNodes K i) - avg β U0 V V (evenNodes K (i + 1))) * step i

/-- At positive `β` and with `K` equal steps, the trapezoidal estimate (the mean of the left and
right sums) misses the free-energy difference by at most `1 / (2 K)` times the drop of the average
of `V` from coupling 0 to coupling 1. -/
theorem trapezoid_error [Nonempty X] {β : ℝ} (hβ : 0 < β) (U0 V : X → ℝ)
    {K : ℕ} (hK : 0 < K) :
    |freeEnergy β U0 V 1 - freeEnergy β U0 V 0 -
        (leftSum β U0 V (evenNodes K) K + rightSum β U0 V (evenNodes K) K) / 2| ≤
      (avg β U0 V V 0 - avg β U0 V V 1) / (2 * K) := by
  have hK' : (K : ℝ) ≠ 0 := Nat.cast_ne_zero.mpr hK.ne'
  obtain ⟨hR, hL⟩ := riemann_bounds hβ U0 V (evenNodes K) K
    (by simp [evenNodes]) (div_self hK')
  -- the error bound is half the gap
  have hgap : (avg β U0 V V 0 - avg β U0 V V 1) / (2 * K) =
      (leftSum β U0 V (evenNodes K) K - rightSum β U0 V (evenNodes K) K) / 2 := by
    rw [← equal_step_gap β U0 V hK]
    field_simp
  rw [hgap, abs_le]
  constructor <;> linarith

end

end ThermodynamicIntegrationBounds
```

```lean
#print axioms ThermodynamicIntegrationBounds.riemann_bounds
#print axioms ThermodynamicIntegrationBounds.gap_le_mesh
#print axioms ThermodynamicIntegrationBounds.trapezoid_error
```

```
'ThermodynamicIntegrationBounds.riemann_bounds' depends on axioms: [propext, Classical.choice, Quot.sound]
'ThermodynamicIntegrationBounds.gap_le_mesh' depends on axioms: [propext, Classical.choice, Quot.sound]
'ThermodynamicIntegrationBounds.trapezoid_error' depends on axioms: [propext, Classical.choice, Quot.sound]
```

In the code, `X` is the finite set of configurations, `U0` and `V` are real functions on it, `l` is λ, and `β` is the inverse temperature 1/(k_B T), so `0 < β` means positive temperature. `variance` is the mean squared deviation. The nodes are a sequence `t : ℕ → ℝ`; `riemann_bounds` asks only for `t 0 = 0` and `t K = 1`, so every partition of [0,1] is included. `gap_le_mesh` does require order. `equal_step_gap` states the gap multiplied by `K`.

The theorems do not treat continuous phase space, couplings nonlinear in λ (such as soft-core potentials) or sampling noise. For this finite, linearly coupled model with exact averages and equal steps, `trapezoid_error` bounds the discretisation error by means of the two end-point averages. The bound shrinks as 1/K, whereas the actual trapezoidal error is O(1/K²) for a fixed model, so the bound is loose on fine grids.

The proof follows the derivation above. In `hasDerivAt_avg`, `hD` and `hN` differentiate denominator and numerator, `key` expands the squared deviation, and `alg` matches the quotient rule to the variance. `avg_antitone` turns the sign of the slope into monotonicity. In `gibbs_bogoliubov`, `hx` is the reweighting, `Real.add_one_le_exp` the exponential bound, and `hsum` the cancellation of the linear term. `riemann_bounds` uses that inequality in both directions and telescopes with `Finset.sum_range_sub`. `gap_le_mesh` bounds the gap term by term, `equal_step_gap` telescopes it exactly, and `trapezoid_error` combines the bracket with the exact gap.

Another model would define ΔF as the integral of ⟨V⟩_λ over [0,1] and compare it with the sums through monotonicity. With oriented integrals that argument also covers unordered nodes, but linking its ΔF to the partition function takes a separate proof that the integral equals −(1/β) ln(Z(1)/Z(0)). Here F is defined from Z, and no integral appears.
